# On a Γ-centred grid, irreducible k-points are as numerous as symmetry shells of lattice vectors modulo N

A band energy is computed on a Γ-centred k-point grid, at one point from each set of symmetry-related points. It is then to be expanded in phases $e^{i\mathbf R\cdot\mathbf k}$, one for each lattice vector $\mathbf R$ modulo the supercell that belongs to the grid. Symmetry ties the coefficients together as well: they agree on symmetry-related lattice vectors. Are there as many independent coefficients as computed energies?

The two numbers are equal for every group of invertible matrices modulo $N$, where $N\ge 1$ is the number of divisions along each of the $d$ reciprocal axes.

```lean
import Mathlib

open Matrix

namespace KPointShellDuality

noncomputable section

variable {d N : ℕ}
```

## Two kinds of vector, two actions

Write $\mathbf k=\sum_i (k_i/N)\,\mathbf b_i$ and $\mathbf R=\sum_i R_i\,\mathbf a_i$ with $\mathbf a_i\cdot\mathbf b_j=2\pi\delta_{ij}$. Only the integers $k_i$ and $R_i$ modulo $N$ matter on the grid, so both kinds of vector are elements of $(\mathbb Z/N)^d$. From here on, $k$ and $R$ denote these coordinate vectors. They get separate types, `KPoint` and `LatticeVec`, because the same symmetry operation moves them differently.

```lean
/-- Points of the Gamma-centred grid, given by their `d` integer coordinates modulo `N`. -/
def KPoint (d N : ℕ) : Type := Fin d → ZMod N

/-- Lattice vectors modulo the `N`-fold supercell, given by `d` integer coordinates
modulo `N`. -/
def LatticeVec (d N : ℕ) : Type := Fin d → ZMod N

instance [NeZero N] : Fintype (KPoint d N) := inferInstanceAs (Fintype (Fin d → ZMod N))

instance [NeZero N] : Fintype (LatticeVec d N) := inferInstanceAs (Fintype (Fin d → ZMod N))
```

An operation is an invertible matrix $M$ over $\mathbb Z/N$. It acts on grid points by
$$k\mapsto Mk .$$

```lean
/-- An invertible matrix `M` moves the k-point `k` to `M k`. -/
instance : MulAction (Matrix (Fin d) (Fin d) (ZMod N))ˣ (KPoint d N) where
  smul M k := M.val *ᵥ (k : Fin d → ZMod N)
  one_smul k := Matrix.one_mulVec (k : Fin d → ZMod N)
  mul_smul M P k := (Matrix.mulVec_mulVec (k : Fin d → ZMod N) M.val P.val).symm
```

On lattice vectors it acts by
$$R\mapsto (M^{-1})^{T}R .$$
This respects products, since $((MP)^{-1})^T=(M^{-1})^T(P^{-1})^T$. In Lean both actions are written `M • _`, and the type of the vector decides which is meant.

```lean
/-- An invertible matrix `M` moves the lattice vector `R` to `(M⁻¹)ᵀ R`. -/
instance : MulAction (Matrix (Fin d) (Fin d) (ZMod N))ˣ (LatticeVec d N) where
  smul M R := ((M⁻¹).val)ᵀ *ᵥ (R : Fin d → ZMod N)
  one_smul R := by
    have h : ∀ v : Fin d → ZMod N,
        (((1 : (Matrix (Fin d) (Fin d) (ZMod N))ˣ)⁻¹).val)ᵀ *ᵥ v = v := by
      intro v
      rw [inv_one, Units.val_one, Matrix.transpose_one, Matrix.one_mulVec]
    exact h R
  mul_smul M P R := by
    have h : ∀ v : Fin d → ZMod N,
        (((M * P)⁻¹).val)ᵀ *ᵥ v = ((M⁻¹).val)ᵀ *ᵥ (((P⁻¹).val)ᵀ *ᵥ v) := by
      intro v
      rw [_root_.mul_inv_rev, Units.val_mul, Matrix.transpose_mul, Matrix.mulVec_mulVec]
    exact h R
```

## Phases and symmetric band functions

With the coordinates above, the Bloch phase is $\chi(R\cdot k)$, where $\chi(j)=e^{2\pi i j/N}$.

```lean
/-- The Bloch phase `exp(2πi R·k / N)` of the lattice vector `R` at the grid point `k`. -/
def phase [NeZero N] (R : LatticeVec d N) (k : KPoint d N) : ℂ :=
  ZMod.stdAddChar (dotProduct (m := Fin d) (α := ZMod N) R k)
```

A function $E$ on the grid has the Fourier coefficients
$$E_R=\frac1{N^d}\sum_k E(k)\,e^{-2\pi i R\cdot k/N}.$$

```lean
/-- The Fourier coefficient at the lattice vector `R` of a function `E` on the k-point grid. -/
def fourierCoeff [NeZero N] (E : KPoint d N → ℂ) (R : LatticeVec d N) : ℂ :=
  (∑ k, E k * star (phase R k)) / (N : ℂ) ^ d
```

The inverse transpose is there to keep the phase fixed when both vectors move:
$$\big((M^{-1})^TR\big)\cdot(Mk)=R\cdot(M^{-1}Mk)=R\cdot k .$$

```lean
/-- The Bloch phase is unchanged when a symmetry operation acts on the lattice vector and on
the k-point together. -/
theorem phase_smul [NeZero N] (M : (Matrix (Fin d) (Fin d) (ZMod N))ˣ)
    (R : LatticeVec d N) (k : KPoint d N) : phase (M • R) (M • k) = phase R k := by
  have h : ∀ r q : Fin d → ZMod N,
      (((M⁻¹).val)ᵀ *ᵥ r) ⬝ᵥ (M.val *ᵥ q) = r ⬝ᵥ q := by
    intro r q
    rw [Matrix.mulVec_transpose, ← Matrix.dotProduct_mulVec, Matrix.mulVec_mulVec,
      Units.inv_mul, Matrix.one_mulVec]
  exact congrArg (fun x : ZMod N => (ZMod.stdAddChar x : ℂ)) (h R k)
```

Now let $E(Mk)=E(k)$ for all $k$. In the sum for the coefficient at the image of $R$, relabel $k$ as $Mk$. Neither $E$ nor the phase changes, so the coefficient equals $E_R$. The relabelling is `Equiv.sum_comp`, applied to the permutation of the grid that $M$ induces.

```lean
/-- If a function on the k-point grid is invariant under `M`, its Fourier coefficients at a
lattice vector and at the image of that vector under `M` are equal. -/
theorem fourierCoeff_smul [NeZero N] (M : (Matrix (Fin d) (Fin d) (ZMod N))ˣ)
    (E : KPoint d N → ℂ) (hE : ∀ k, E (M • k) = E k) (R : LatticeVec d N) :
    fourierCoeff E (M • R) = fourierCoeff E R := by
  have h : ∑ k, E k * star (phase (M • R) k) = ∑ k, E k * star (phase R k) := by
    -- relabel the grid points by the symmetry operation
    refine (Equiv.sum_comp (MulAction.toPerm M)
      (fun k : KPoint d N => E k * star (phase (M • R) k))).symm.trans
      (Finset.sum_congr rfl fun k _ => ?_)
    change E (M • k) * star (phase (M • R) (M • k)) = E k * star (phase R k)
    rw [hE, phase_smul]
  unfold fourierCoeff
  rw [h]
```

## Equal null counts for a matrix and its transpose

Let $S=\sum_R\chi(R\cdot k)$. If $k=0$, every term is 1 and $S=N^d$. If some component $k_i\neq0$, shifting $R$ by one step along axis $i$ permutes the terms and multiplies the sum by $\chi(k_i)$. Hence
$$S\,(\chi(k_i)-1)=0 ,$$
and $S=0$ because $\chi(k_i)\ne1$.

That last inequality rests on the Mathlib object `ZMod.stdAddChar`, which is $\chi$ as a map from $\mathbb Z/N$ to $\mathbb C$ that turns sums into products. The lemma `ZMod.injective_stdAddChar` says that $\chi$ takes different values on different residues, so $\chi(k_i)=1=\chi(0)$ would force $k_i=0$. Nothing is divided by $k_i$. This matters for composite $N$: modulo 4 the residue 2 is nonzero but has no inverse, and the usual rank argument for matrices over a field is unavailable.

```lean
/-- The phases `exp(2πi R·k / N)` summed over all lattice vectors `R` modulo `N` give `N ^ d`
for `k = 0` and cancel for every other grid point. -/
theorem sum_phase [NeZero N] (k : Fin d → ZMod N) :
    ∑ R : Fin d → ZMod N, (ZMod.stdAddChar (R ⬝ᵥ k) : ℂ)
      = if k = 0 then (N : ℂ) ^ d else 0 := by
  split_ifs with hk
  · subst hk
    simp [ZMod.card]
  · obtain ⟨i, hi⟩ := Function.ne_iff.mp hk
    have hne : (ZMod.stdAddChar (k i) : ℂ) ≠ 1 := by
      intro h
      apply hi
      apply ZMod.injective_stdAddChar
      rw [h]
      simp
    -- shifting R by one lattice step multiplies the sum by a phase different from one
    have hs := Equiv.sum_comp (Equiv.addRight (Pi.single i (1 : ZMod N)))
      (fun R : Fin d → ZMod N => (ZMod.stdAddChar (R ⬝ᵥ k) : ℂ))
    simp only [Equiv.coe_addRight, add_dotProduct, single_dotProduct, one_mul,
      AddChar.map_add_eq_mul] at hs
    rw [← Finset.sum_mul] at hs
    have h0 : (∑ R : Fin d → ZMod N, (ZMod.stdAddChar (R ⬝ᵥ k) : ℂ))
        * ((ZMod.stdAddChar (k i) : ℂ) - 1) = 0 := by
      linear_combination hs
    exact (mul_eq_zero.mp h0).resolve_right (sub_ne_zero.mpr hne)
```

Let $n(A)$ be the number of solutions of $Ak=0$ for a square matrix $A$. Summing over $R$ first gives
$$\sum_k\sum_R\chi(R\cdot Ak)=n(A)\,N^d .$$
Since $R\cdot Ak=k\cdot A^TR$, summing over $k$ first gives $n(A^T)\,N^d$. Therefore $n(A)=n(A^T)$. In the code, `key` is the first evaluation for an arbitrary matrix, `hswap` exchanges the order, and the factor $N^d\neq0$ is cancelled.

```lean
/-- A square matrix over the integers modulo `N` and its transpose annihilate equally many
vectors. -/
theorem card_null_transpose [NeZero N] (A : Matrix (Fin d) (Fin d) (ZMod N)) :
    Nat.card {k : Fin d → ZMod N // A *ᵥ k = 0}
      = Nat.card {R : Fin d → ZMod N // Aᵀ *ᵥ R = 0} := by
  have key : ∀ B : Matrix (Fin d) (Fin d) (ZMod N),
      ∑ k : Fin d → ZMod N, ∑ R : Fin d → ZMod N, (ZMod.stdAddChar (R ⬝ᵥ (B *ᵥ k)) : ℂ)
        = (Nat.card {k : Fin d → ZMod N // B *ᵥ k = 0} : ℂ) * (N : ℂ) ^ d := by
    intro B
    simp_rw [sum_phase]
    rw [← Finset.sum_filter, Finset.sum_const, nsmul_eq_mul, Nat.card_eq_fintype_card,
      Fintype.card_subtype]
  -- the same double sum of phases, evaluated in the two orders
  have hswap : ∑ k : Fin d → ZMod N, ∑ R : Fin d → ZMod N,
        (ZMod.stdAddChar (R ⬝ᵥ (A *ᵥ k)) : ℂ)
      = ∑ R : Fin d → ZMod N, ∑ k : Fin d → ZMod N,
        (ZMod.stdAddChar (k ⬝ᵥ (Aᵀ *ᵥ R)) : ℂ) := by
    rw [Finset.sum_comm]
    refine Finset.sum_congr rfl fun R _ => Finset.sum_congr rfl fun k _ => ?_
    rw [Matrix.dotProduct_mulVec R A k, Matrix.mulVec_transpose, dotProduct_comm (R ᵥ* A) k]
  rw [key A, key Aᵀ] at hswap
  have hN : (N : ℂ) ^ d ≠ 0 := pow_ne_zero _ (Nat.cast_ne_zero.mpr (NeZero.ne N))
  exact_mod_cast mul_right_cancel₀ hN hswap
```

## From fixed points to orbits

A grid point is fixed by $M$ when $(M-1)k=0$. A lattice vector is fixed when $(M^{-1})^TR=R$; multiplying by $M^T$ turns this into $(M-1)^TR=0$. By the previous result with $A=M-1$, each operation fixes equally many vectors of the two kinds.

```lean
/-- Each symmetry operation leaves as many k-points fixed as lattice vectors modulo `N`. -/
theorem card_fixed_eq [NeZero N] (M : (Matrix (Fin d) (Fin d) (ZMod N))ˣ) :
    Nat.card (MulAction.fixedBy (KPoint d N) M)
      = Nat.card (MulAction.fixedBy (LatticeVec d N) M) := by
  have e1 : (M.val)ᵀ * ((M⁻¹).val)ᵀ = 1 := by
    rw [← Matrix.transpose_mul, Units.inv_mul, Matrix.transpose_one]
  have e2 : ((M⁻¹).val)ᵀ * (M.val)ᵀ = 1 := by
    rw [← Matrix.transpose_mul, Units.mul_inv, Matrix.transpose_one]
  have hk : ∀ k : Fin d → ZMod N, M.val *ᵥ k = k ↔ (M.val - 1) *ᵥ k = 0 := by
    intro k
    rw [Matrix.sub_mulVec, Matrix.one_mulVec, sub_eq_zero]
  have hR : ∀ R : Fin d → ZMod N,
      ((M⁻¹).val)ᵀ *ᵥ R = R ↔ (M.val - 1)ᵀ *ᵥ R = 0 := by
    intro R
    rw [Matrix.transpose_sub, Matrix.transpose_one, Matrix.sub_mulVec, Matrix.one_mulVec,
      sub_eq_zero]
    constructor
    · intro h
      calc (M.val)ᵀ *ᵥ R = (M.val)ᵀ *ᵥ (((M⁻¹).val)ᵀ *ᵥ R) := by rw [h]
        _ = R := by rw [Matrix.mulVec_mulVec, e1, Matrix.one_mulVec]
    · intro h
      calc ((M⁻¹).val)ᵀ *ᵥ R = ((M⁻¹).val)ᵀ *ᵥ ((M.val)ᵀ *ᵥ R) := by rw [h]
        _ = R := by rw [Matrix.mulVec_mulVec, e2, Matrix.one_mulVec]
  exact (Nat.card_congr (Equiv.subtypeEquivRight hk)).trans
    ((card_null_transpose (M.val - 1)).trans
      (Nat.card_congr (Equiv.subtypeEquivRight hR)).symm)
```

Burnside's count expresses the number of orbits of a finite group $G$ through fixed points:
$$\#\text{orbits}=\frac1{|G|}\sum_{M\in G}\#\{\text{vectors fixed by }M\}.$$
The sums for k-points and lattice vectors agree term by term, so the numbers of orbits agree. Lean uses the form multiplied by $|G|$ and cancels that positive factor at the end.

In the theorem, `[NeZero N]` says $N\ge1$, `G` is any subgroup of the invertible matrices, and `MulAction.orbitRel.Quotient` is the set of orbits, which `Nat.card` counts. An orbit of k-points is one irreducible k-point. An orbit of lattice vectors is called a shell here; textbook shells often collect all vectors of equal length, which need not be related by symmetry.

```lean
/-- For every group `G` of invertible matrices modulo `N ≥ 1`, the irreducible k-points of the
grid are as numerous as the symmetry shells of lattice vectors modulo `N`. -/
theorem card_irreducible_kpoints_eq_card_shells [NeZero N]
    (G : Subgroup (Matrix (Fin d) (Fin d) (ZMod N))ˣ) :
    Nat.card (MulAction.orbitRel.Quotient G (KPoint d N))
      = Nat.card (MulAction.orbitRel.Quotient G (LatticeVec d N)) := by
  classical
  let : Fintype G := Fintype.ofFinite G
  -- Burnside's count of orbits through fixed points, on both sides
  have hk := MulAction.sum_card_fixedBy_eq_card_orbits_mul_card_group G (KPoint d N)
  have hR := MulAction.sum_card_fixedBy_eq_card_orbits_mul_card_group G (LatticeVec d N)
  simp only [← Nat.card_eq_fintype_card] at hk hR
  refine Nat.eq_of_mul_eq_mul_right (Nat.card_pos : 0 < Nat.card G) ?_
  exact hk.symm.trans ((Finset.sum_congr rfl fun M _ => card_fixed_eq M.val).trans hR)
```

To apply this to a crystal, one must supply the point group as integer matrices in the reciprocal basis, reduced modulo $N$, with the same $N$ along every axis. For a single scalar band on this finite grid, the count then says that an expansion with one coefficient per shell modulo $N$ has as many coefficients as there are computed energies. Interpolation schemes that include more shells than this have more coefficients than energies.

The linear action $k\mapsto Mk$ reflects the Γ-centring, and the equality can fail on a shifted grid. Take $d=1$, $N=2$ and the points $\pm\tfrac14\mathbf b_1$. Inversion exchanges them, leaving one irreducible point, while the lattice vectors 0 and 1 modulo 2 are each fixed and form two shells.

## Equal numbers, different sizes

The orbits need not match in size, so k-point weights do not carry over to shells. Consider two shears modulo 2, the first adding $k_3$ to $k_1$ and the second adding $k_3$ to $k_2$. Integer shears have infinite order and are not crystal symmetries, but modulo 2 these two are also the reductions of the commuting reflections $(k_1,k_2,k_3)\mapsto(-k_1+k_3,k_2,k_3)$ and $(k_1,k_2,k_3)\mapsto(k_1,-k_2+k_3,k_3)$, which generate a point group of type $mm2$.

```lean
/-- The shear modulo 2 that adds the third coordinate to the first. -/
def shearA : Matrix (Fin 3) (Fin 3) (ZMod 2) := !![1, 0, 1; 0, 1, 0; 0, 0, 1]

/-- The shear modulo 2 that adds the third coordinate to the second. -/
def shearB : Matrix (Fin 3) (Fin 3) (ZMod 2) := !![1, 0, 0; 0, 1, 1; 0, 0, 1]
```

Both fix $k$ exactly when $k_3=0$, which leaves four points. Each shear is its own inverse, so lattice vectors move by the transposes, and both transposes fix $R$ exactly when $R_1=R_2=0$, which leaves two vectors. Working out the orbits of the group they generate gives sizes 1, 1, 1, 1, 4 for k-points and 1, 1, 2, 2, 2 for lattice vectors: five of each. The theorem below records the matrix relations and the two fixed-point counts, which `decide +kernel` settles by enumeration.

```lean
/-- The two shears are commuting involutions; four k-points are fixed by both of them, but only
two lattice vectors are fixed by both transposes. -/
theorem common_fixed_points_differ :
    shearA * shearA = 1 ∧ shearB * shearB = 1 ∧ shearA * shearB = shearB * shearA ∧
    (Finset.univ.filter fun k : Fin 3 → ZMod 2 =>
      shearA *ᵥ k = k ∧ shearB *ᵥ k = k).card = 4 ∧
    (Finset.univ.filter fun R : Fin 3 → ZMod 2 =>
      shearAᵀ *ᵥ R = R ∧ shearBᵀ *ᵥ R = R).card = 2 := by
  refine ⟨?_, ?_, ?_, ?_, ?_⟩ <;> decide +kernel

end

end KPointShellDuality
```

```lean
#print axioms KPointShellDuality.fourierCoeff_smul
#print axioms KPointShellDuality.card_irreducible_kpoints_eq_card_shells
#print axioms KPointShellDuality.common_fixed_points_differ
```

```
'KPointShellDuality.fourierCoeff_smul' depends on axioms: [propext, Classical.choice, Quot.sound]
'KPointShellDuality.card_irreducible_kpoints_eq_card_shells' depends on axioms: [propext, Classical.choice, Quot.sound]
'KPointShellDuality.common_fixed_points_differ' depends on axioms: [propext, Classical.choice, Quot.sound]
```
